# For a binary linear code with all weights divisible by four, a coset state is an eigenvector of transversal S exactly when its shift is orthogonal to the code

I label the basis states of \(n\) qubits by vectors in \((\mathbb Z/2)^n\), so that a binary linear code \(C\) is a subspace and a shifted code \(a+C\) is a set of basis labels. Suppose that every word of \(C\) has weight divisible by four and that \(a\) is orthogonal to \(C\). If I add up the basis states over \(a+C\) and apply \(S=\mathrm{diag}(1,i)\) to every qubit, I expect the same state back, multiplied by \(i^{\text{weight}(a)}\). Can this be made rigorous and machine-checked, and does the orthogonality condition really matter?

## Labels add modulo two, weights count in the integers

The model needs two kinds of arithmetic. Labels are added modulo two, but the weight \(\mathrm{wt}(x)\), the number of ones in \(x\), is kept as an ordinary integer: \(i^m\) depends on \(m\) modulo four, so the parity of the weight would not be enough. The derivation consists in relating the two.

Write \(o(x,y)\) for the number of positions at which \(x\) and \(y\) both have a one, and \(|C|\) for the number of words in \(C\). The normalised coset state is
\[
|\psi_a\rangle=\frac{1}{\sqrt{|C|}}\sum_{c\in C}|a+c\rangle .
\]

Since \(S|0\rangle=|0\rangle\) and \(S|1\rangle=i|1\rangle\), each one in the label contributes a factor \(i\):
\[
S^{\otimes n}|x\rangle=i^{\mathrm{wt}(x)}|x\rangle .
\]

When two strings are added, the ones they share cancel. Each shared position counts twice in \(\mathrm{wt}(x)+\mathrm{wt}(y)\) and not at all in \(\mathrm{wt}(x+y)\), so
\[
\mathrm{wt}(x+y)+2\,o(x,y)=\mathrm{wt}(x)+\mathrm{wt}(y).
\]
Raising \(i\) to both sides gives \(i^{\mathrm{wt}(x+y)}(-1)^{o(x,y)}=i^{\mathrm{wt}(x)}\,i^{\mathrm{wt}(y)}\). The sign squares to one, so multiplying by it once more yields
\[
i^{\mathrm{wt}(x+y)}=i^{\mathrm{wt}(x)}\,i^{\mathrm{wt}(y)}\,(-1)^{o(x,y)} .
\]

Now set \(x=a\) and \(y=c\in C\). The weight condition gives \(i^{\mathrm{wt}(c)}=1\), and \(o(a,c)\) has the same parity as the dot product \(a\cdot c\) modulo two. Hence
\[
S^{\otimes n}|\psi_a\rangle=\frac{i^{\mathrm{wt}(a)}}{\sqrt{|C|}}\sum_{c\in C}(-1)^{a\cdot c}\,|a+c\rangle .
\]
If \(a\) is orthogonal to \(C\), every sign is \(+1\) and the eigenvalue is \(i^{\mathrm{wt}(a)}\).

Conversely, suppose that \(S^{\otimes n}|\psi_a\rangle=\mu|\psi_a\rangle\). Different words \(c\) give different basis states \(|a+c\rangle\), so the amplitudes can be compared one at a time: \(i^{\mathrm{wt}(a)}(-1)^{a\cdot c}=\mu\) for every \(c\in C\). The word \(c=0\) gives \(\mu=i^{\mathrm{wt}(a)}\), and then every other word must satisfy \(a\cdot c=0\). So orthogonality does matter: under the weight condition it is equivalent to the eigenvalue equation having a solution \(\mu\).

Here is the complete Lean file.

```lean
import Mathlib

open Complex Matrix

namespace TransversalPhaseGate

noncomputable section

/-- The single-qubit phase gate `S = diag(1, i)`. -/
def phaseGate : Matrix (ZMod 2) (ZMod 2) ℂ :=
  Matrix.diagonal fun b => if b = 0 then 1 else I

/-- The `n`-fold Kronecker power of the phase gate: its matrix elements are products of
single-qubit matrix elements. -/
def transversalS (n : ℕ) : Matrix (Fin n → ZMod 2) (Fin n → ZMod 2) ℂ :=
  fun x y => ∏ k, phaseGate (x k) (y k)

/-- The weight of a bit string: the number of its ones. -/
def weight {n : ℕ} (x : Fin n → ZMod 2) : ℕ := ∑ k, (x k).val

/-- The number of positions at which both bit strings have a one. -/
def overlap {n : ℕ} (x y : Fin n → ZMod 2) : ℕ := ∑ k, (x k).val * (y k).val

open Classical in
/-- The unnormalised coset state: the sum of the basis states `|a + c⟩` over all words `c`
of the code `C`. -/
def cosetState {n : ℕ} (C : Submodule (ZMod 2) (Fin n → ZMod 2)) (a : Fin n → ZMod 2) :
    (Fin n → ZMod 2) → ℂ :=
  ∑ c ∈ Finset.univ.filter (fun c => c ∈ C), Pi.single (a + c) (1 : ℂ)

/-- A power of `i` equals one exactly when the exponent is divisible by four. -/
theorem I_pow_eq_one_iff (m : ℕ) : I ^ m = 1 ↔ 4 ∣ m := by
  constructor
  · intro h
    have hr : I ^ (m % 4) = 1 := by
      rw [← Nat.div_add_mod m 4, pow_add, pow_mul, I_pow_four, one_pow, one_mul] at h
      exact h
    have hlt : m % 4 < 4 := Nat.mod_lt _ (by norm_num)
    apply Nat.dvd_of_mod_eq_zero
    generalize m % 4 = r at hr hlt
    interval_cases r
    · rfl
    all_goals norm_num [pow_succ, Complex.ext_iff] at hr
  · rintro ⟨k, rfl⟩
    rw [pow_mul, I_pow_four, one_pow]

/-- The transversal phase gate is diagonal and multiplies the basis state `|x⟩` by
`i ^ weight x`. -/
theorem transversalS_eq_diagonal (n : ℕ) :
    transversalS n = Matrix.diagonal fun x => I ^ weight x := by
  ext x y
  by_cases h : x = y
  · subst h
    rw [Matrix.diagonal_apply_eq]
    unfold transversalS weight
    rw [← Finset.prod_pow_eq_pow_sum]
    refine Finset.prod_congr rfl fun k _ => ?_
    have hb : ∀ b : ZMod 2, b = 0 ∨ b = 1 := by decide
    have h1 : (1 : ZMod 2).val = 1 := rfl
    have h2 : (1 : ZMod 2) ≠ 0 := by decide
    rw [phaseGate, Matrix.diagonal_apply_eq]
    rcases hb (x k) with e | e <;> simp [e, h1, h2]
  · -- two different strings differ at some qubit, where the factor vanishes
    obtain ⟨k, hk⟩ := Function.ne_iff.mp h
    rw [Matrix.diagonal_apply_ne _ h]
    exact Finset.prod_eq_zero (Finset.mem_univ k) (Matrix.diagonal_apply_ne _ hk)

/-- Two bit strings overlap in an even number of ones exactly when they are orthogonal
modulo two. -/
theorem even_overlap_iff {n : ℕ} (x y : Fin n → ZMod 2) :
    Even (overlap x y) ↔ x ⬝ᵥ y = 0 := by
  have h : ((overlap x y : ℕ) : ZMod 2) = x ⬝ᵥ y := by
    simp [overlap, dotProduct]
  rw [← h, CharP.cast_eq_zero_iff (ZMod 2) 2, even_iff_two_dvd]

/-- The phase of a sum of two bit strings is the product of their phases, times a sign
given by the parity of their overlap. -/
theorem phase_add {n : ℕ} (x y : Fin n → ZMod 2) :
    I ^ weight (x + y) = I ^ weight x * I ^ weight y * (-1) ^ overlap x y := by
  -- ones common to both strings cancel in the sum
  have hw : weight (x + y) + 2 * overlap x y = weight x + weight y := by
    have bit : ∀ a b : ZMod 2, (a + b).val + 2 * (a.val * b.val) = a.val + b.val := by
      decide
    simp only [weight, overlap, Pi.add_apply, Finset.mul_sum, ← Finset.sum_add_distrib]
    exact Finset.sum_congr rfl fun k _ => bit (x k) (y k)
  have h := congrArg (fun m : ℕ => I ^ m) hw
  simp only [pow_add, pow_mul, I_sq] at h
  have hs : (-1 : ℂ) ^ overlap x y * (-1) ^ overlap x y = 1 := by
    rw [← mul_pow]; norm_num
  generalize (-1 : ℂ) ^ overlap x y = s at h hs ⊢
  linear_combination s * h - I ^ weight (x + y) * hs

/-- Every basis state in the coset `a + C` has amplitude one in the coset state. -/
theorem cosetState_add {n : ℕ} (C : Submodule (ZMod 2) (Fin n → ZMod 2))
    (a : Fin n → ZMod 2) {c : Fin n → ZMod 2} (hc : c ∈ C) :
    cosetState C a (a + c) = 1 := by
  unfold cosetState
  rw [Finset.sum_apply, Finset.sum_eq_single c]
  · simp
  · intro d _ hd
    rw [Pi.single_apply, if_neg (fun h => hd (add_left_cancel h).symm)]
  · intro h
    exact (h (by simp [hc])).elim

/-- For any linear code, the coset state obeys the eigenvalue equation of the transversal
phase gate exactly when all strings of the coset carry the same phase `μ`. -/
theorem eigen_iff_phase {n : ℕ} (C : Submodule (ZMod 2) (Fin n → ZMod 2))
    (a : Fin n → ZMod 2) (μ : ℂ) :
    transversalS n *ᵥ cosetState C a = μ • cosetState C a ↔
      ∀ c ∈ C, I ^ weight (a + c) = μ := by
  rw [transversalS_eq_diagonal]
  constructor
  · intro h c hc
    have h1 := congrFun h (a + c)
    rw [Matrix.mulVec_diagonal, Pi.smul_apply, smul_eq_mul, cosetState_add C a hc,
      mul_one, mul_one] at h1
    exact h1
  · intro h
    funext x
    rw [Matrix.mulVec_diagonal, Pi.smul_apply, smul_eq_mul]
    by_cases hx : ∃ c ∈ C, x = a + c
    · obtain ⟨c, hc, rfl⟩ := hx
      rw [h c hc]
    · -- outside the coset the amplitude vanishes
      have h0 : cosetState C a x = 0 := by
        unfold cosetState
        rw [Finset.sum_apply]
        refine Finset.sum_eq_zero fun c hc => ?_
        have hc' : c ∈ C := by simpa using hc
        rw [Pi.single_apply, if_neg (fun e => hx ⟨c, hc', e⟩)]
      rw [h0, mul_zero, mul_zero]

/-- If all weights in `C` are divisible by four, the coset state of `a` obeys the eigenvalue
equation with eigenvalue `μ` exactly when `a` is orthogonal to `C` and `μ = i ^ weight a`. -/
theorem cosetState_eigen_iff {n : ℕ} (C : Submodule (ZMod 2) (Fin n → ZMod 2))
    (hC : ∀ c ∈ C, 4 ∣ weight c) (a : Fin n → ZMod 2) (μ : ℂ) :
    transversalS n *ᵥ cosetState C a = μ • cosetState C a ↔
      (∀ c ∈ C, a ⬝ᵥ c = 0) ∧ μ = I ^ weight a := by
  rw [eigen_iff_phase]
  -- within the coset the phase can change only by the sign of the overlap
  have key : ∀ c ∈ C, I ^ weight (a + c) = I ^ weight a * (-1) ^ overlap a c := by
    intro c hc
    rw [phase_add, (I_pow_eq_one_iff _).2 (hC c hc), mul_one]
  constructor
  · intro h
    have h0 : I ^ weight a = μ := by simpa using h 0 C.zero_mem
    refine ⟨fun c hc => (even_overlap_iff a c).1 ?_, h0.symm⟩
    rcases Nat.even_or_odd (overlap a c) with he | ho
    · exact he
    · have h1 := key c hc
      rw [h c hc, ← h0, ho.neg_one_pow] at h1
      have hz : I ^ weight a = 0 := by linear_combination h1 / 2
      exact absurd hz (pow_ne_zero _ I_ne_zero)
  · rintro ⟨h, rfl⟩ c hc
    rw [key c hc, ((even_overlap_iff a c).2 (h c hc)).neg_one_pow, mul_one]

/-- If all weights in `C` are divisible by four and `a` is orthogonal to `C`, the coset state
is a non-zero eigenvector of the transversal phase gate with eigenvalue `i ^ weight a`. -/
theorem cosetState_eigenvector {n : ℕ} (C : Submodule (ZMod 2) (Fin n → ZMod 2))
    (hC : ∀ c ∈ C, 4 ∣ weight c) (a : Fin n → ZMod 2) (ha : ∀ c ∈ C, a ⬝ᵥ c = 0) :
    cosetState C a ≠ 0 ∧
      transversalS n *ᵥ cosetState C a = I ^ weight a • cosetState C a := by
  refine ⟨fun h => ?_, (cosetState_eigen_iff C hC a _).2 ⟨ha, rfl⟩⟩
  have h1 := cosetState_add C a C.zero_mem
  rw [h] at h1
  simp at h1

/-- The transversal phase gate fixes the uniform superposition of all code words exactly
when every code word has weight divisible by four. -/
theorem fixes_codeState_iff {n : ℕ} (C : Submodule (ZMod 2) (Fin n → ZMod 2)) :
    transversalS n *ᵥ cosetState C 0 = cosetState C 0 ↔ ∀ c ∈ C, 4 ∣ weight c := by
  have h := eigen_iff_phase C 0 1
  rw [one_smul] at h
  rw [h]
  simp only [zero_add, I_pow_eq_one_iff]

/-- The four-bit repetition code, spanned by the word `1111`. -/
def repetitionCode : Submodule (ZMod 2) (Fin 4 → ZMod 2) :=
  Submodule.span (ZMod 2) {fun _ => 1}

/-- The four-bit word `1100`. -/
def pairWord : Fin 4 → ZMod 2 := ![1, 1, 0, 0]

/-- The repetition code has weights divisible by four, the word `1100` is orthogonal to it,
and the transversal phase gate reverses the sign of the corresponding coset state. -/
theorem repetitionCode_witness :
    (∀ c ∈ repetitionCode, 4 ∣ weight c) ∧ (∀ c ∈ repetitionCode, pairWord ⬝ᵥ c = 0) ∧
      transversalS 4 *ᵥ cosetState repetitionCode pairWord =
        -cosetState repetitionCode pairWord := by
  have hb : ∀ b : ZMod 2, b = 0 ∨ b = 1 := by decide
  have hC : ∀ c ∈ repetitionCode, 4 ∣ weight c := by
    intro c hc
    obtain ⟨t, rfl⟩ := Submodule.mem_span_singleton.mp hc
    rcases hb t with rfl | rfl
    · simp [weight]
    · rw [one_smul]; decide
  have ha : ∀ c ∈ repetitionCode, pairWord ⬝ᵥ c = 0 := by
    intro c hc
    obtain ⟨t, rfl⟩ := Submodule.mem_span_singleton.mp hc
    rcases hb t with rfl | rfl
    · simp
    · rw [one_smul]; decide
  have h := (cosetState_eigenvector repetitionCode hC pairWord ha).2
  have hw : weight pairWord = 2 := by decide
  rw [hw, I_sq, neg_one_smul] at h
  exact ⟨hC, ha, h⟩

end

end TransversalPhaseGate
```

```lean
#print axioms TransversalPhaseGate.cosetState_eigen_iff
#print axioms TransversalPhaseGate.cosetState_eigenvector
#print axioms TransversalPhaseGate.fixes_codeState_iff
```

```
'TransversalPhaseGate.cosetState_eigen_iff' depends on axioms: [propext, Classical.choice, Quot.sound]
'TransversalPhaseGate.cosetState_eigenvector' depends on axioms: [propext, Classical.choice, Quot.sound]
'TransversalPhaseGate.fixes_codeState_iff' depends on axioms: [propext, Classical.choice, Quot.sound]
```

## What the theorems say

A basis label is a function `Fin n → ZMod 2`, and a state is a function from labels to complex amplitudes. The code is a `Submodule (ZMod 2) (Fin n → ZMod 2)`, so linearity is built into its type. `transversalS n` is the Kronecker power written out in components: the entry between two strings is the product of the single-qubit entries. `weight` and `overlap` are natural numbers, whereas the dot product `a ⬝ᵥ c` is taken in `ZMod 2`.

`cosetState C a` is the sum without the prefactor \(1/\sqrt{|C|}\). The eigenvalue equation is linear, so the eigenvalue is the same for the normalised state.

The answer to the question is `cosetState_eigenvector`. It assumes that all weights in `C` are divisible by four (`hC`) and that `a` is orthogonal to every word (`ha`). It concludes that the coset state is non-zero and that the gate multiplies it by `I ^ weight a`. The first part is needed because the zero vector would satisfy any eigenvalue equation.

`cosetState_eigen_iff` keeps only the weight condition. For an arbitrary complex `μ`, it states that the eigenvalue equation holds exactly when `a` is orthogonal to `C` and `μ = I ^ weight a`.

`fixes_codeState_iff` concerns the unshifted state and assumes nothing about weights: the gate leaves the uniform superposition over `C` unchanged exactly when all weights are divisible by four.

The convention \(S=\mathrm{diag}(1,i)\) fixes the eigenvalue. With \(e^{-i\pi Z/4}\) on each qubit instead, where \(Z=\mathrm{diag}(1,-1)\), every eigenvalue would acquire the common factor \(e^{-i\pi n/4}\).

For ideal, noiseless gates on finitely many qubits, the result bears on fault-tolerant quantum computing: in the stabiliser code whose X-type and Z-type checks are both given by \(C\), the states \(|\psi_a\rangle\) with \(a\) orthogonal to \(C\) are logical basis states, and transversal \(S\) acts on them as a diagonal logical gate. Stabilisers, logical operators and errors are not defined in the file, so this reading rests on the usual theory of such codes.

## How the proof follows the calculation

`I_pow_eq_one_iff` shows that \(i^m=1\) exactly when four divides \(m\). It reduces the exponent modulo four and checks the possible remainders with `interval_cases`.

`transversalS_eq_diagonal` is the action on basis states. On the diagonal, the product of factors \(1\) and \(i\) becomes a single power of \(i\). Off the diagonal, the two strings differ at some qubit, where the factor is zero, and the whole product vanishes.

`even_overlap_iff` links the two kinds of arithmetic: the integer overlap, reduced modulo two, is the dot product.

`phase_add` is the phase formula for a sum of strings. The weight identity is first checked for single bits by `decide`, which runs through the four cases, and is then summed over positions. The final `linear_combination` multiplies by the sign and uses that its square is one.

`cosetState_add` shows that each string \(a+c\) has amplitude one. Cancelling \(a\) from \(a+d=a+c\) gives \(d=c\), so only one term of the sum contributes.

`eigen_iff_phase` compares amplitudes for an arbitrary linear code. At the strings of the coset, the eigenvalue equation says that the phase equals `μ`; at all other strings both sides vanish.

In `cosetState_eigen_iff`, the statement `key` is the phase formula with \(i^{\mathrm{wt}(c)}=1\) inserted. For the forward direction, the zero word identifies `μ`. An odd overlap would then force \(i^{\mathrm{wt}(a)}=-i^{\mathrm{wt}(a)}\), hence \(i^{\mathrm{wt}(a)}=0\), which is impossible for a power of \(i\). For the reverse direction, every overlap is even and the sign disappears.

`cosetState_eigenvector` takes its equation from this equivalence and shows that the state is non-zero from its amplitude at \(a\), which is one. `fixes_codeState_iff` is `eigen_iff_phase` with \(a=0\) and \(\mu=1\), combined with the criterion for \(i^m=1\).

## Four qubits, two failures and the smallest cases

`repetitionCode_witness` treats \(C=\{0000,1111\}\) and \(a=1100\). Both hypotheses are satisfied, and since \(i^2=-1\),
\[
S^{\otimes 4}\,\frac{|1100\rangle+|0011\rangle}{\sqrt2}=-\,\frac{|1100\rangle+|0011\rangle}{\sqrt2}.
\]
The proof checks the two hypotheses by writing each code word as a multiple of \(1111\) by zero or one. It then applies `cosetState_eigenvector`, using that \(1100\) has weight two.

Without orthogonality the conclusion fails. Keep the same code and take \(a=1000\), which shares a single one with \(1111\). Then
\[
S^{\otimes 4}\,\frac{|1000\rangle+|0111\rangle}{\sqrt2}=i\,\frac{|1000\rangle-|0111\rangle}{\sqrt2},
\]
which is not a multiple of the original state.

Without the weight condition it fails too. For \(C=\{00,11\}\) and \(a=00\), orthogonality holds, but \(S\otimes S\) turns \((|00\rangle+|11\rangle)/\sqrt2\) into \((|00\rangle-|11\rangle)/\sqrt2\). For the same code, \(a=10\) is not orthogonal to \(11\), and yet \((|10\rangle+|01\rangle)/\sqrt2\) is an eigenvector with eigenvalue \(i\). The equivalence with orthogonality therefore also depends on the weight condition.

At the small end, \(C=\{0\}\) satisfies both hypotheses for every \(a\), and the result reduces to \(S^{\otimes n}|a\rangle=i^{\mathrm{wt}(a)}|a\rangle\). This includes \(n=0\), where the only label is the empty string and the eigenvalue is one. A non-zero word of weight divisible by four needs at least four positions, so four qubits is the smallest size at which the theorem describes a genuine superposition.
